# A uniform nearest-neighbour ring of L sites has the Chebyshev moments of the infinite chain at every order below L

## Choosing the length of the ring

A kernel polynomial calculation of the density of states of a periodic chain starts with the choice of two numbers: the length L of the ring and the number N of Chebyshev moments. For non-interacting electrons on a uniform chain, with one orbital per site and nearest-neighbour hopping, L ≥ N is enough to make all N moments, of orders 0 to N − 1, exactly those of the infinite chain. The first moment that shows the finite length is the one of order L.

Let t > 0 be the hopping amplitude, and put the on-site energy at zero. Let S be the cyclic shift, which moves a particle from site j to site j + 1 around the ring. The Hamiltonian is t(S + S⁻¹), with energies between −2t and 2t. Chebyshev polynomials are used on the interval from −1 to 1, so we divide by 2t:

H = (S + S⁻¹)/2.

The letter S here is a shift, not the overlap matrix of electronic-structure theory.

The Chebyshev polynomials T_n are fixed by

T_0(x) = 1, T_1(x) = x, T_{n+2}(x) = 2x T_{n+1}(x) − T_n(x).

The moment per site is μ_n = (1/L) Tr T_n(H). The density of states in the scaled energy x is then expanded as

ρ(x) = (μ_0 + 2 Σ_{n≥1} μ_n T_n(x)) / (π√(1 − x²)),

where the sum is cut off at order N − 1 and each μ_n is multiplied by a damping factor set by n, N and the chosen kernel, the same for the ring and the infinite chain. Equal moments therefore give equal approximate densities.

## The result and its Lean form

For every L ≥ 1 and every natural number n,

T_n(H) = (Sⁿ + S⁻ⁿ)/2,

and μ_n is 1 if L divides n and 0 otherwise. On the infinite chain the corresponding moment is 1 for n = 0 and 0 for every other n. The two agree for all n < L and differ at n = L.

In Lean, the sites of the ring are the elements of `ZMod L`, the integers modulo L, and `[NeZero L]` says that L is not zero. The matrix `shift L` has a 1 in row i and column j when i = j + 1, so columns label the starting site. `ringHamiltonian L` is H, with `(shift L)⁻¹` the matrix inverse. The expression `aeval (ringHamiltonian L) (Polynomial.Chebyshev.T ℝ (n : ℤ))` is the polynomial T_n evaluated at the matrix H, and `ringMoment L n` is μ_n.

The convention H = (S + S⁻¹)/2 also fixes the two smallest rings. For L = 2 both hops join the same pair of sites, and the matrix element between them is 1 instead of 1/2. For L = 1 the shift is the identity and H = 1.

The infinite chain is a separate object, not a limit of rings. Its wave functions are all real functions on ℤ, and `translate a` sends f to the function j ↦ f(j − a). `chainHamiltonian` is half the sum of the translations by 1 and −1. `chainMoment j n` applies T_n of this operator to the function that is 1 at site j and 0 elsewhere, and reads the result at j. This is a local moment, which on a uniform chain is also the moment per site.

The step from this model to a real density of states is the identification of that diagonal element with the integral of T_n(x) against the local density of states. It uses the spectral theorem for the chain Hamiltonian on square-summable functions, which the formal model does not introduce. The model also has no disorder, no magnetic flux and no interactions, and the trace is the full one, not a stochastic estimate.

## Chebyshev polynomials of a sum of opposite hops

Let u and v satisfy uv = vu = 1, and put h = (u + v)/2. We show by induction that T_n(h) = (uⁿ + vⁿ)/2.

For n = 0 the right-hand side is (1 + 1)/2 = 1, and for n = 1 it is h. Suppose the formula holds for n and n + 1. Then

2h T_{n+1}(h) = (u + v)(uⁿ⁺¹ + vⁿ⁺¹)/2
= (uⁿ⁺² + u vⁿ⁺¹ + v uⁿ⁺¹ + vⁿ⁺²)/2
= (uⁿ⁺² + vⁿ⁺² + uⁿ + vⁿ)/2,

because u vⁿ⁺¹ = vⁿ and v uⁿ⁺¹ = uⁿ. Subtracting T_n(h) = (uⁿ + vⁿ)/2 leaves T_{n+2}(h) = (uⁿ⁺² + vⁿ⁺²)/2.

## Returning to the starting site

On the ring, n shifts move a particle by n sites, so (Sⁿ)_ij is 1 if i = j + n modulo L and 0 otherwise. The element (SᵀS)_ij counts the sites k with k = i + 1 and k = j + 1. There is one such site if i = j and none otherwise. Hence SᵀS = 1 and S⁻¹ = Sᵀ.

With u = S and v = S⁻¹ we get T_n(H) = (Sⁿ + S⁻ⁿ)/2. Since S⁻ⁿ is the transpose of Sⁿ, the element (T_n(H))_ij is the sum of two terms:

- 1/2 if i = j + n modulo L, and 0 otherwise;
- 1/2 if j = i + n modulo L, and 0 otherwise.

For i = j both conditions say that L divides n. Each diagonal element is therefore 1 if L divides n and 0 otherwise. The trace is L or 0, and μ_n is 1 or 0.

On the infinite chain the translations by 1 and −1 are inverse to each other, so the same algebra applies. Let δ_j be the function that is 1 at j and 0 elsewhere. The moment at site j is

(δ_j(j − n) + δ_j(j + n))/2,

which is 1 for n = 0 and 0 for n > 0.

For n = 0 both systems give 1. For 0 < n < L, L does not divide n, and both give 0. At n = L the ring gives 1, since a particle can go once around and return, while the chain gives 0. Above L the moments differ only at multiples of L.

## The Lean file

```lean
import Mathlib

open Matrix Polynomial

namespace RingChebyshevMoments

noncomputable section

/-- If `u` and `v` are inverse to each other in a real algebra, the Chebyshev polynomial `T_n`
of `(u + v)/2` is `(u^n + v^n)/2`. -/
theorem chebyshev_half_sum {A : Type*} [Ring A] [Algebra ℝ A] (u v : A)
    (huv : u * v = 1) (hvu : v * u = 1) (n : ℕ) :
    aeval ((1 / 2 : ℝ) • (u + v)) (Polynomial.Chebyshev.T ℝ (n : ℤ))
      = (1 / 2 : ℝ) • (u ^ n + v ^ n) := by
  induction n using Nat.twoStepInduction with
  | zero =>
    rw [Nat.cast_zero, Polynomial.Chebyshev.T_zero, map_one, pow_zero, pow_zero]
    module
  | one =>
    rw [Nat.cast_one, Polynomial.Chebyshev.T_one, aeval_X, pow_one, pow_one]
  | more n ih0 ih1 =>
    -- the three-term recursion
    have hT : Polynomial.Chebyshev.T ℝ ((n + 2 : ℕ) : ℤ)
        = 2 * X * Polynomial.Chebyshev.T ℝ ((n + 1 : ℕ) : ℤ)
          - Polynomial.Chebyshev.T ℝ (n : ℤ) := by
      push_cast
      exact Polynomial.Chebyshev.T_add_two ℝ n
    have h1 : u * v ^ (n + 1) = v ^ n := by rw [pow_succ', ← mul_assoc, huv, one_mul]
    have h2 : v * u ^ (n + 1) = u ^ n := by rw [pow_succ', ← mul_assoc, hvu, one_mul]
    have e1 : u ^ (n + 2) = u * u ^ (n + 1) := pow_succ' u (n + 1)
    have e2 : v ^ (n + 2) = v * v ^ (n + 1) := pow_succ' v (n + 1)
    -- one more hop either raises or lowers the power
    have h3 : (u + v) * (u ^ (n + 1) + v ^ (n + 1))
        = u ^ (n + 2) + v ^ (n + 2) + (u ^ n + v ^ n) := by
      rw [e1, e2, add_mul, mul_add, mul_add, h1, h2]
      abel
    have h4 : (2 : A) * ((1 / 2 : ℝ) • (u + v)) = u + v := by
      rw [two_mul]
      module
    rw [hT, map_sub, map_mul, map_mul, aeval_X, ih1, ih0, map_ofNat, h4, mul_smul_comm, h3]
    module

/-- The shift matrix on `ZMod L`: it moves a particle from site `j` to `j + 1`. For `L ≥ 1` this is
the cyclic shift on a ring of `L` sites. -/
def shift (L : ℕ) : Matrix (ZMod L) (ZMod L) ℝ :=
  Matrix.of fun i j => if i = j + 1 then 1 else 0

/-- The `n`-th power of the cyclic shift moves a particle by `n` sites around the ring. -/
theorem shift_pow_apply (L : ℕ) [NeZero L] (n : ℕ) (i j : ZMod L) :
    (shift L ^ n) i j = if i = j + (n : ZMod L) then 1 else 0 := by
  induction n generalizing i j with
  | zero => simp [Matrix.one_apply]
  | succ n ih =>
    have h : j + 1 + (n : ZMod L) = j + ((n + 1 : ℕ) : ZMod L) := by
      push_cast
      ring
    have hs : ∀ k : ZMod L, shift L k j = if k = j + 1 then 1 else 0 := fun _ => rfl
    rw [pow_succ, Matrix.mul_apply]
    simp only [ih, hs, mul_ite, mul_one, mul_zero, Finset.sum_ite_eq',
      Finset.mem_univ, if_true]
    rw [h]

/-- The cyclic shift is orthogonal: its transpose undoes it. -/
theorem transpose_mul_shift (L : ℕ) [NeZero L] : (shift L)ᵀ * shift L = 1 := by
  ext i j
  simp only [Matrix.mul_apply, Matrix.transpose_apply, shift, Matrix.of_apply, mul_ite, mul_one,
    mul_zero, Finset.sum_ite_eq', Finset.mem_univ, if_true, add_left_inj, Matrix.one_apply]
  by_cases h : i = j
  · simp [h]
  · simp [h, Ne.symm h]

/-- The scaled Hamiltonian `H = (S + S⁻¹)/2` of a ring of `L ≥ 1` sites. -/
def ringHamiltonian (L : ℕ) [NeZero L] : Matrix (ZMod L) (ZMod L) ℝ :=
  (1 / 2 : ℝ) • (shift L + (shift L)⁻¹)

/-- On the ring, `T_n(H) = (S^n + S^(-n))/2`. -/
theorem chebyshev_ringHamiltonian (L : ℕ) [NeZero L] (n : ℕ) :
    aeval (ringHamiltonian L) (Polynomial.Chebyshev.T ℝ (n : ℤ))
      = (1 / 2 : ℝ) • (shift L ^ n + (shift L)⁻¹ ^ n) := by
  have h := transpose_mul_shift L
  have hi : (shift L)⁻¹ = (shift L)ᵀ := Matrix.inv_eq_left_inv h
  exact chebyshev_half_sum _ _ (by rw [hi]; exact mul_eq_one_comm.mp h) (by rw [hi]; exact h) n

/-- The matrix element of `T_n(H)` between sites `i` and `j` of the ring: one half for each
direction in which `n` hops connect the two sites. -/
theorem chebyshev_ring_apply (L : ℕ) [NeZero L] (n : ℕ) (i j : ZMod L) :
    (aeval (ringHamiltonian L) (Polynomial.Chebyshev.T ℝ (n : ℤ))) i j
      = ((if i = j + (n : ZMod L) then 1 else 0)
          + (if j = i + (n : ZMod L) then 1 else 0)) / 2 := by
  have hi : (shift L)⁻¹ = (shift L)ᵀ := Matrix.inv_eq_left_inv (transpose_mul_shift L)
  rw [chebyshev_ringHamiltonian, hi, ← Matrix.transpose_pow, Matrix.smul_apply,
    Matrix.add_apply, Matrix.transpose_apply, shift_pow_apply, shift_pow_apply, smul_eq_mul]
  ring

/-- The Chebyshev moment per site, `(1/L) Tr T_n(H)`, of a ring of `L ≥ 1` sites. -/
def ringMoment (L : ℕ) [NeZero L] (n : ℕ) : ℝ :=
  (1 / (L : ℝ)) *
    Matrix.trace (aeval (ringHamiltonian L) (Polynomial.Chebyshev.T ℝ (n : ℤ)))

/-- The Chebyshev moment per site of the ring is 1 if `L` divides `n` and 0 otherwise. -/
theorem ringMoment_eq (L : ℕ) [NeZero L] (n : ℕ) :
    ringMoment L n = if L ∣ n then 1 else 0 := by
  have hL : (L : ℝ) ≠ 0 := Nat.cast_ne_zero.mpr (NeZero.ne L)
  -- a particle returns to its site after `n` hops one way only if `L` divides `n`
  have hd : ∀ i : ZMod L,
      (aeval (ringHamiltonian L) (Polynomial.Chebyshev.T ℝ (n : ℤ))) i i
        = if L ∣ n then 1 else 0 := by
    intro i
    rw [chebyshev_ring_apply]
    by_cases h : L ∣ n
    · have h0 : (n : ZMod L) = 0 := (CharP.cast_eq_zero_iff (ZMod L) L n).mpr h
      norm_num [h, h0]
    · have h0 : ¬ (n : ZMod L) = 0 := fun e => h ((CharP.cast_eq_zero_iff (ZMod L) L n).mp e)
      norm_num [h, h0]
  unfold ringMoment
  rw [Matrix.trace]
  simp only [Matrix.diag_apply, hd, Finset.sum_const, Finset.card_univ, ZMod.card, nsmul_eq_mul]
  rw [← mul_assoc, one_div_mul_cancel hL, one_mul]

/-- Translation by `a` sites of a wave function on the infinite chain. -/
def translate (a : ℤ) : Module.End ℝ (ℤ → ℝ) :=
  LinearMap.funLeft ℝ ℝ (fun j => j - a)

/-- The scaled Hamiltonian of the infinite chain: half the sum of the hops to the right and to
the left. -/
def chainHamiltonian : Module.End ℝ (ℤ → ℝ) :=
  (1 / 2 : ℝ) • (translate 1 + translate (-1))

/-- The local Chebyshev moment of the infinite chain: the diagonal element of `T_n(H)` at
site `j`. -/
def chainMoment (j : ℤ) (n : ℕ) : ℝ :=
  (aeval chainHamiltonian (Polynomial.Chebyshev.T ℝ (n : ℤ))) (Pi.single j (1 : ℝ)) j

/-- Translating `n` times by `a` sites is a translation by `n a` sites. -/
theorem translate_pow_apply (a : ℤ) (n : ℕ) (f : ℤ → ℝ) (j : ℤ) :
    (translate a ^ n) f j = f (j - n * a) := by
  induction n generalizing j with
  | zero => simp
  | succ n ih =>
    rw [pow_succ', Module.End.mul_apply]
    change (translate a ^ n) f (j - a) = _
    rw [ih]
    congr 1
    push_cast
    ring

/-- At every site of the infinite chain the Chebyshev moment is 1 for `n = 0` and 0 for all
other `n`. -/
theorem chainMoment_eq (j : ℤ) (n : ℕ) : chainMoment j n = if n = 0 then 1 else 0 := by
  have h : translate 1 * translate (-1) = 1 := by
    refine LinearMap.ext fun f => funext fun k => ?_
    change f (k - 1 - -1) = f k
    congr 1
    ring
  have h' : translate (-1) * translate 1 = 1 := by
    refine LinearMap.ext fun f => funext fun k => ?_
    change f (k - -1 - 1) = f k
    congr 1
    ring
  rw [chainMoment, chainHamiltonian, chebyshev_half_sum _ _ h h']
  change (1 / 2 : ℝ) * ((translate 1 ^ n) (Pi.single j 1) j
    + (translate (-1) ^ n) (Pi.single j 1) j) = _
  rw [translate_pow_apply, translate_pow_apply, Pi.single_apply, Pi.single_apply]
  by_cases hn : n = 0 <;> norm_num [hn]

/-- For all `n < L` the Chebyshev moment per site of the ring of `L` sites equals that of the
infinite chain. -/
theorem ringMoment_eq_chainMoment (L : ℕ) [NeZero L] (j : ℤ) {n : ℕ} (hn : n < L) :
    ringMoment L n = chainMoment j n := by
  rw [ringMoment_eq, chainMoment_eq]
  by_cases h : n = 0
  · simp [h]
  · have hd : ¬ L ∣ n := Nat.not_dvd_of_pos_of_lt (Nat.pos_of_ne_zero h) hn
    simp [h, hd]

/-- At order `n = L` the moment per site is 1 on the ring of `L ≥ 1` sites and 0 on the infinite
chain. -/
theorem moments_differ_at_length (L : ℕ) [NeZero L] (j : ℤ) :
    ringMoment L L = 1 ∧ chainMoment j L = 0 := by
  rw [ringMoment_eq, chainMoment_eq]
  exact ⟨if_pos (dvd_refl L), if_neg (NeZero.ne L)⟩

end

end RingChebyshevMoments
```

```lean
#print axioms RingChebyshevMoments.ringMoment_eq_chainMoment
#print axioms RingChebyshevMoments.moments_differ_at_length
```

```
'RingChebyshevMoments.ringMoment_eq_chainMoment' depends on axioms: [propext, Classical.choice, Quot.sound]
'RingChebyshevMoments.moments_differ_at_length' depends on axioms: [propext, Classical.choice, Quot.sound]
```

## From the algebra to the moments in Lean

`chebyshev_half_sum` is the induction for u and v, stated in an arbitrary real algebra so that it serves both the ring and the chain. `Nat.twoStepInduction` supplies the formula at n and n + 1 as `ih0` and `ih1`. The facts `h1` and `h2` are the two cancellations, `h3` is the expanded product, and `h4` removes the factor 1/2 against the 2 of the recursion. The final `module` carries out the subtraction.

`shift_pow_apply` proves the matrix elements of Sⁿ by induction, writing Sⁿ⁺¹ as SⁿS. The matrix product is a sum over intermediate sites, and `Finset.sum_ite_eq'` keeps the only site that contributes, j + 1. `transpose_mul_shift` proves SᵀS = 1 in the same way.

In `chebyshev_ringHamiltonian`, `Matrix.inv_eq_left_inv` identifies the inverse with the transpose. The general lemma also needs SSᵀ = 1, which `mul_eq_one_comm` supplies, since a one-sided inverse of a finite square matrix is two-sided. `chebyshev_ring_apply` then reads off the elements of T_n(H).

`ringMoment_eq` first finds the diagonal elements, in the step `hd`. There `CharP.cast_eq_zero_iff` translates "n is zero modulo L" into "L divides n". The trace becomes a sum of L equal terms, and the prefactor 1/L cancels the L.

For the chain, `translate_pow_apply` shows that n translations by a amount to one by na. `chainMoment_eq` checks both products of the opposite translations, in `h` and `h'`, because in infinite dimension one does not follow from the other. It then applies the general lemma and evaluates the function concentrated at j.

`ringMoment_eq_chainMoment` compares the two formulas, with n = 0 as a separate case. For the remaining orders, `Nat.not_dvd_of_pos_of_lt` says that L does not divide a positive number below L. `moments_differ_at_length` inserts n = L into both formulas.

## An open end changes the second moment

The general lemma assumes both uv = 1 and vu = 1. A half-infinite chain with sites 0, 1, 2, … shows that vu = 1 alone is not enough. Let u move a particle one site to the right. Let v move it one site to the left and give zero on site 0. Moving right and then left restores every state, so vu = 1. Moving left first loses the particle on site 0, so uv = 1 − P, where P projects onto that site.

With h = (u + v)/2 and T_2(x) = 2x² − 1,

T_2(h) = (u² + v² + uv + vu)/2 − 1 = (u² + v²)/2 − P/2.

The diagonal element at site 0 is −1/2, whereas (u² + v²)/2 would give 0. The end of the chain is already visible there at order 2.
